# The Coulomb energy of a finite line of equal or alternating unit charges, as sums over distance

Fixed point charges $s^i$ sit at the positions $i = 1, \dots, N$ of a line, where $s$ is real and $s^2 = 1$, so the charges are all $+1$ or alternate in sign. The energy counts each pair once, as the product of its charges over its distance, with no background charge and no periodic images. `chainEnergy_sign` states that this energy equals $N\sum_{r=1}^{N} s^r/r - \sum_{r=1}^{N} s^r$. The proof first shows that the product of two charges depends only on their distance, then uses `pair_sum_by_distance` to group the pairs by distance, and finally compares the sums term by term.

The first attempt, which Lean rejects:

```lean
import Mathlib

open Finset Filter Topology

namespace ChainExtensivity

noncomputable section

/-- Coulomb energy of charges `q 1, …, q N` at the positions `1, …, N` of a line:
each pair of sites `i + 1 < j + 1` contributes the product of its charges over its distance. -/
def chainEnergy (q : ℕ → ℝ) (N : ℕ) : ℝ :=
  ∑ j ∈ range N, ∑ i ∈ range j, q (i + 1) * q (j + 1) / ((j : ℝ) - i)

/-- For a pair interaction `v` that depends only on distance, the energy of `N` sites
is a sum over distances `d + 1`, each weighted by its number of pairs `N - (d + 1)`. -/
theorem pair_sum_by_distance (v : ℕ → ℝ) (N : ℕ) :
    ∑ j ∈ range N, ∑ i ∈ range j, v (j - i)
      = ∑ d ∈ range N, ((N : ℝ) - (d + 1)) * v (d + 1) := by
  induction N with
  | zero => simp
  | succ n ih =>
    -- the new site sees one neighbour at each distance 1, …, n
    have hnew : ∑ i ∈ range n, v (n - i) = ∑ d ∈ range n, v (d + 1) := by
      rw [← Finset.sum_range_reflect (fun d => v (d + 1)) n]
      refine Finset.sum_congr rfl fun i hi => ?_
      have hi' := Finset.mem_range.mp hi
      have e : n - 1 - i + 1 = n - i := by omega
      simp only [e]
    have hsplit : ∑ d ∈ range n, ((n : ℝ) + 1 - (d + 1)) * v (d + 1)
        = ∑ d ∈ range n, ((n : ℝ) - (d + 1)) * v (d + 1) + ∑ d ∈ range n, v (d + 1) := by
      rw [← Finset.sum_add_distrib]
      exact Finset.sum_congr rfl fun d _ => by ring
    rw [Finset.sum_range_succ, ih, hnew, Finset.sum_range_succ]
    push_cast
    rw [hsplit]
    ring

/-- Energy of the chain with charges `s ^ i`, where `s` is a sign, through two sums over distances.
-/
theorem chainEnergy_sign (s : ℝ) (hs : s * s = 1) (N : ℕ) :
    chainEnergy (fun i => s ^ i) N
      = N * ∑ d ∈ range N, s ^ (d + 1) / ((d : ℝ) + 1) - ∑ d ∈ range N, s ^ (d + 1) := by
  have h1 : chainEnergy (fun i => s ^ i) N
      = ∑ j ∈ range N, ∑ i ∈ range j, s ^ (j - i) / ((j - i : ℕ) : ℝ) := by
    unfold chainEnergy
    refine Finset.sum_congr rfl fun j _ => Finset.sum_congr rfl fun i hi => ?_
    have hij := Finset.mem_range.mp hi
    -- the product of two charges depends only on their distance
    have hnum : s ^ (i + 1) * s ^ (j + 1) = s ^ (j - i) := by
      have e : j + 1 = (i + 1) + (j - i) := by omega
      rw [e, pow_add, ← mul_assoc, ← mul_pow, hs, one_pow, one_mul]
    rw [Nat.cast_sub hij.le, hnum]
  refine h1.trans ((pair_sum_by_distance (fun d => s ^ d / (d : ℝ)) N).trans ?_)
  rw [Finset.mul_sum, ← Finset.sum_sub_distrib]
  refine Finset.sum_congr rfl fun d _ => ?_
  have hd : (d : ℝ) + 1 ≠ 0 := by positivity
  have h : ((d : ℝ) + 1) * (s ^ (d + 1) / ((d : ℝ) + 1)) = s ^ (d + 1) :=
    mul_div_cancel₀ _ hd
  push_cast
  linear_combination -h

end

end ChainExtensivity
```

The error:

```
Main.lean:51:22: error: Tactic `rewrite` failed: Did not find an occurrence of the pattern
  ?a * (?b * ?c)
in the target expression
  s ^ i * s ^ 1 * s ^ (i + 1 + (j - i)) = s ^ (j - i)

s : ℝ
hs : s * s = 1
N j : ℕ
x✝ : j ∈ range N
i : ℕ
hi : i ∈ range j
hij : i < j
e : j + 1 = i + 1 + (j - i)
⊢ s ^ i * s ^ 1 * s ^ (i + 1 + (j - i)) = s ^ (j - i)
```

After these edits no error is left:

```diff
@@ -49,5 +49,5 @@
     have hnum : s ^ (i + 1) * s ^ (j + 1) = s ^ (j - i) := by
       have e : j + 1 = (i + 1) + (j - i) := by omega
-      rw [e, pow_add, ← mul_assoc, ← mul_pow, hs, one_pow, one_mul]
+      rw [e, pow_add s (i + 1) (j - i), ← mul_assoc, ← mul_pow, hs, one_pow, one_mul]
     rw [Nat.cast_sub hij.le, hnum]
   refine h1.trans ((pair_sum_by_distance (fun d => s ^ d / (d : ℝ)) N).trans ?_)
```

Cause. The error lies in the proof of `hnum`, which says that the product of two charges is `s ^ (j - i)`. After `rw [e]` the left side is `s ^ (i + 1) * s ^ (i + 1 + (j - i))`, and the second power is the one to be split. But `pow_add` without arguments fits any power whose exponent is a sum, and `rw` settled on `s ^ (i + 1)`, turning it into `s ^ i * s ^ 1`. The product is then bracketed to the left, so `← mul_assoc`, which looks for the form `?a * (?b * ?c)`, finds nothing to rewrite.

The repair gives the arguments, `pow_add s (i + 1) (j - i)`, so that only the second power can match. It becomes `s ^ (i + 1) * s ^ (j - i)`, and `← mul_assoc` now brings the two equal factors `s ^ (i + 1)` together. The remaining rewrites join them into `(s * s) ^ (i + 1)`, which is 1 by `hs`, and leave `s ^ (j - i)`.
